# Thomas–Fermi scaling of the radial energy integrals for the density $Z^2 f(Z^{1/3}r)$

In Thomas–Fermi theory, neutral atoms of different nuclear charge $Z$ share one radial density profile $f$, rescaled as $\rho_Z(r)=Z^2f(Z^{1/3}r)$. Here $f$ is the density at $Z=1$, not the dimensionless screening function of the textbooks. The question is how the particle number and each energy integral grow with $Z$.

In Lean 4 with Mathlib:

```lean
import Mathlib

open MeasureTheory Set
open scoped ENNReal

namespace ThomasFermiScaling

noncomputable section
```

A general rescaling has an amplitude factor $c$ and a radius factor $k$; the Thomas–Fermi density is one case.

```lean
/-- The density `c f(k r)`: the profile `f` with amplitude factor `c` and radius factor `k`. -/
def dilate (c k : ℝ) (f : ℝ → ℝ) : ℝ → ℝ := fun r => c * f (k * r)

/-- The Thomas-Fermi scaled density `ρ_Z(r) = Z² f(Z^(1/3) r)`, for `Z > 0`. -/
def tfDensity (Z : ℝ) (f : ℝ → ℝ) : ℝ → ℝ := dilate (Z ^ 2) (Z ^ (1 / 3 : ℝ)) f
```

The integrals carry the shell weight $4\pi r^2$. They omit the kinetic and exchange constants, the minus signs of attraction and exchange, and the Hartree factor $\tfrac12$. The kernel $1/\max(r,s)$ is the Coulomb repulsion $1/|\mathbf r-\mathbf s|$ averaged over angles.

```lean
/-- The integral of `ρ^p` over space for a radial density `ρ ≥ 0`. The power `p = 1` gives the
particle number, `5/3` the kinetic integral and `4/3` the Dirac exchange integral. -/
def powerIntegral (p : ℝ) (ρ : ℝ → ℝ) : ℝ≥0∞ :=
  ∫⁻ r in Ioi (0 : ℝ), ENNReal.ofReal (4 * Real.pi * r ^ 2 * ρ r ^ p)

/-- The integral of `Z ρ / r` over space, on `r > 0`, for a charge `Z ≥ 0` and a radial density
`ρ ≥ 0`. -/
def attraction (Z : ℝ) (ρ : ℝ → ℝ) : ℝ≥0∞ :=
  ∫⁻ r in Ioi (0 : ℝ), ENNReal.ofReal (4 * Real.pi * r ^ 2 * (Z * ρ r / r))

/-- The repulsion between the shell at radius `r > 0` and the whole radial density `ρ ≥ 0`,
with kernel `1 / max(r, s)`. -/
def shellRepulsion (ρ : ℝ → ℝ) (r : ℝ) : ℝ≥0∞ :=
  ∫⁻ s in Ioi (0 : ℝ), ENNReal.ofReal
    ((4 * Real.pi * r ^ 2 * ρ r) * (4 * Real.pi * s ^ 2 * ρ s) / max r s)

/-- The Hartree double integral of a radial density `ρ ≥ 0` with kernel `1 / max(r, s)`. -/
def hartree (ρ : ℝ → ℝ) : ℝ≥0∞ := ∫⁻ r in Ioi (0 : ℝ), shellRepulsion ρ r
```

Values lie in $[0,\infty]$ (`ℝ≥0∞`), and `ENNReal.ofReal` sends negative numbers to zero. Neither measurability nor integrability of $f$ is assumed: if an integral of $f$ diverges, so does the corresponding integral of $\rho_Z$ for every $Z>0$.

## A positive radius factor, $k>0$

Physically, $k$ sets the size of the atom: a length $x$ in the profile $f$ becomes $x/k$ in the density. By hand, $k>0$ allows the substitution $x=kr$, $dr=dx/k$, which maps the half-line onto itself. With $k=0$ the density would be the constant $cf(0)$; with $k<0$ it would sample $f$ at negative radii.

```lean
/-- Changing the unit of length by `k > 0` multiplies an integral over all radii by `1/k`. -/
theorem lintegral_radius_scaling (F : ℝ → ℝ≥0∞) {k : ℝ} (hk : 0 < k) :
    ∫⁻ r in Ioi (0 : ℝ), F (k * r) = ENNReal.ofReal k⁻¹ * ∫⁻ r in Ioi (0 : ℝ), F r := by
  -- the same rule on the whole line
  have h0 : ∀ G : ℝ → ℝ≥0∞, ∫⁻ r, G (k * r) = ENNReal.ofReal k⁻¹ * ∫⁻ r, G r := by
    intro G
    have e : ∫⁻ r, G r ∂(Measure.map (fun x => k * x) volume) = ∫⁻ r, G (k * r) :=
      (measurableEmbedding_mulLeft₀ hk.ne').lintegral_map G
    rw [← e, Real.map_volume_mul_left hk.ne', lintegral_smul_measure,
      abs_of_pos (inv_pos.mpr hk), smul_eq_mul]
  rw [← lintegral_indicator measurableSet_Ioi F,
    ← lintegral_indicator measurableSet_Ioi (fun r => F (k * r)), ← h0]
  refine lintegral_congr fun r => ?_
  simp only [Set.indicator, Set.mem_Ioi, mul_pos_iff_of_pos_left hk]
```

The proof applies the rule for the whole line to the integrand cut off at $r\le0$. The next lemma packages the substitution: once an integrand has the form $g(r)=b\,k\,h(kr)$, its integral is $b$ times that of $h$.

```lean
/-- If `g(r) = b k h(k r)` at all radii `r > 0`, with `b ≥ 0` and `k > 0`, then the radial
integral of the positive part of `g` is `b` times that of `h`. -/
theorem lintegral_of_scaled {g h : ℝ → ℝ} {b k : ℝ} (hb : 0 ≤ b) (hk : 0 < k)
    (H : ∀ r, 0 < r → g r = b * k * h (k * r)) :
    ∫⁻ r in Ioi (0 : ℝ), ENNReal.ofReal (g r)
      = ENNReal.ofReal b * ∫⁻ r in Ioi (0 : ℝ), ENNReal.ofReal (h r) := by
  have hbk : 0 ≤ b * k := by positivity
  calc ∫⁻ r in Ioi (0 : ℝ), ENNReal.ofReal (g r)
      = ∫⁻ r in Ioi (0 : ℝ), ENNReal.ofReal (b * k) * ENNReal.ofReal (h (k * r)) :=
        setLIntegral_congr_fun measurableSet_Ioi
          (fun r hr => by simp only [H r hr, ENNReal.ofReal_mul hbk])
    _ = ENNReal.ofReal (b * k) * ∫⁻ r in Ioi (0 : ℝ), ENNReal.ofReal (h (k * r)) :=
        lintegral_const_mul' _ _ ENNReal.ofReal_ne_top
    _ = _ := by
        rw [lintegral_radius_scaling (fun r => ENNReal.ofReal (h r)) hk, ← mul_assoc,
          ← ENNReal.ofReal_mul hbk, mul_assoc b k, mul_inv_cancel₀ hk.ne', mul_one]
```

## A nonnegative density, $f\ge0$

This is needed only for $r>0$. It enters by hand when the power is split, with $c\ge0$:

$$\int_0^\infty 4\pi r^2\,[c f(kr)]^p\,dr=\frac{c^p}{k^3}\int_0^\infty 4\pi x^2 f(x)^p\,dx .$$

In the proof, `Real.mul_rpow` does the splitting. Without the hypothesis, the particle-number integral would count only the positive part of $f$.

```lean
/-- For `f ≥ 0`, `c ≥ 0` and `k > 0`, the integral of `ρ^p` for `ρ(r) = c f(k r)` is `c^p / k³`
times that for `f`. -/
theorem powerIntegral_dilate {f : ℝ → ℝ} (hf : ∀ r, 0 < r → 0 ≤ f r) {c k : ℝ}
    (hc : 0 ≤ c) (hk : 0 < k) (p : ℝ) :
    powerIntegral p (dilate c k f) = ENNReal.ofReal (c ^ p / k ^ 3) * powerIntegral p f := by
  unfold powerIntegral dilate
  refine lintegral_of_scaled (by positivity) hk fun r hr => ?_
  rw [Real.mul_rpow hc (hf _ (mul_pos hk hr))]
  field_simp
```

Attraction and repulsion contain no fractional power, so their lemmas put no sign condition on $f$. For attraction, $4\pi r^2/r=4\pi x/k$ and $dr=dx/k$ give the factor $Zc/k^2$.

```lean
/-- For `Z, c ≥ 0` and `k > 0`, the attraction of `c f(k r)` to a charge `Z` is `Z c / k²` times
the attraction of `f` to a unit charge. -/
theorem attraction_dilate (f : ℝ → ℝ) {Z c k : ℝ} (hZ : 0 ≤ Z) (hc : 0 ≤ c) (hk : 0 < k) :
    attraction Z (dilate c k f) = ENNReal.ofReal (Z * c / k ^ 2) * attraction 1 f := by
  unfold attraction dilate
  refine lintegral_of_scaled (by positivity) hk fun r hr => ?_
  field_simp
```

For repulsion, set $x=kr$ and $y=ks$. Then $r^2s^2=x^2y^2/k^4$, $dr\,ds=dx\,dy/k^2$ and $1/\max(r,s)=k/\max(x,y)$, so the factor is $c^2/k^5$. The proof scales the inner radius first, then the outer one.

```lean
/-- For `k > 0`, the Hartree integral of `c f(k r)` is `c² / k⁵` times that of `f`. -/
theorem hartree_dilate (f : ℝ → ℝ) (c : ℝ) {k : ℝ} (hk : 0 < k) :
    hartree (dilate c k f) = ENNReal.ofReal (c ^ 2 / k ^ 5) * hartree f := by
  -- first scale the inner radius at a fixed outer shell
  have inner : ∀ r ∈ Ioi (0 : ℝ), shellRepulsion (dilate c k f) r
      = ENNReal.ofReal (c ^ 2 / k ^ 4) * shellRepulsion f (k * r) := by
    intro r hr
    have hr' : 0 < r := hr
    unfold shellRepulsion dilate
    refine lintegral_of_scaled (by positivity) hk fun s hs => ?_
    have hm : 0 < max r s := lt_max_of_lt_left hr'
    rw [← mul_max_of_nonneg _ _ hk.le]
    field_simp
  -- then scale the outer radius
  calc hartree (dilate c k f)
      = ∫⁻ r in Ioi (0 : ℝ), ENNReal.ofReal (c ^ 2 / k ^ 4) * shellRepulsion f (k * r) :=
        setLIntegral_congr_fun measurableSet_Ioi inner
    _ = ENNReal.ofReal (c ^ 2 / k ^ 4) * ∫⁻ r in Ioi (0 : ℝ), shellRepulsion f (k * r) :=
        lintegral_const_mul' _ _ ENNReal.ofReal_ne_top
    _ = _ := by
        have e : c ^ 2 / k ^ 4 * k⁻¹ = c ^ 2 / k ^ 5 := by field_simp
        rw [lintegral_radius_scaling (shellRepulsion f) hk, ← mul_assoc,
          ← ENNReal.ofReal_mul (by positivity), e, hartree]
```

## A positive nuclear charge, $Z>0$

The charge sets $c=Z^2$ and $k=Z^{1/3}$, and its positivity supplies $k>0$. A negative $Z$ would call for a negative particle number, which no $f\ge0$ has.

```lean
/-- For `x > 0`, the `n`-th power of the cube root of `x` is `x^(n/3)`. -/
theorem cbrt_pow {x : ℝ} (hx : 0 < x) (n : ℕ) :
    (x ^ (1 / 3 : ℝ)) ^ n = x ^ ((n : ℝ) / 3) := by
  rw [← Real.rpow_natCast, ← Real.rpow_mul hx.le]
  congr 1
  ring
```

The power integrals acquire $Z^{2p}/Z=Z^{2p-1}$:

```lean
/-- For `f ≥ 0` and `Z > 0`, the integral of `ρ_Z^p` is `Z^(2p-1)` times that of `f^p`. -/
theorem powerIntegral_tfDensity {f : ℝ → ℝ} (hf : ∀ r, 0 < r → 0 ≤ f r) {Z : ℝ}
    (hZ : 0 < Z) (p : ℝ) :
    powerIntegral p (tfDensity Z f) = ENNReal.ofReal (Z ^ (2 * p - 1)) * powerIntegral p f := by
  have h3 : (Z ^ (1 / 3 : ℝ)) ^ 3 = Z := by rw [cbrt_pow hZ]; norm_num
  have h2 : (Z ^ 2) ^ p = Z ^ (2 * p) := by rw [Real.rpow_mul hZ.le, Real.rpow_two]
  rw [tfDensity, powerIntegral_dilate hf (sq_nonneg Z) (Real.rpow_pos_of_pos hZ _), h3, h2,
    Real.rpow_sub hZ, Real.rpow_one]
```

Taking $p=1,\tfrac53,\tfrac43$ gives $Z$, $Z^{7/3}$ and $Z^{5/3}$. Attraction gives $Z^3/Z^{2/3}=Z^{7/3}$, and repulsion $Z^4/Z^{5/3}=Z^{7/3}$. The theorem collects these five laws.

```lean
/-- Thomas-Fermi scaling: for `f ≥ 0` and `Z > 0`, the particle number, kinetic, attraction,
Hartree and Dirac integrals of `ρ_Z(r) = Z² f(Z^(1/3) r)` are `Z`, `Z^(7/3)`, `Z^(7/3)`,
`Z^(7/3)` and `Z^(5/3)` times those of `f` at unit charge. -/
theorem thomasFermi_scaling {f : ℝ → ℝ} (hf : ∀ r, 0 < r → 0 ≤ f r) {Z : ℝ} (hZ : 0 < Z) :
    powerIntegral 1 (tfDensity Z f) = ENNReal.ofReal Z * powerIntegral 1 f ∧
    powerIntegral (5 / 3) (tfDensity Z f)
      = ENNReal.ofReal (Z ^ (7 / 3 : ℝ)) * powerIntegral (5 / 3) f ∧
    attraction Z (tfDensity Z f) = ENNReal.ofReal (Z ^ (7 / 3 : ℝ)) * attraction 1 f ∧
    hartree (tfDensity Z f) = ENNReal.ofReal (Z ^ (7 / 3 : ℝ)) * hartree f ∧
    powerIntegral (4 / 3) (tfDensity Z f)
      = ENNReal.ofReal (Z ^ (5 / 3 : ℝ)) * powerIntegral (4 / 3) f := by
  have hk : 0 < Z ^ (1 / 3 : ℝ) := Real.rpow_pos_of_pos hZ _
  have h3 : (Z ^ (1 / 3 : ℝ)) ^ 3 = Z := by rw [cbrt_pow hZ]; norm_num
  have h7 : (Z ^ (1 / 3 : ℝ)) ^ 7 = Z ^ (7 / 3 : ℝ) := by rw [cbrt_pow hZ]; norm_num
  have P := powerIntegral_tfDensity hf hZ
  refine ⟨?_, ?_, ?_, ?_, ?_⟩
  · rw [P 1, show (2 * 1 - 1 : ℝ) = 1 by norm_num, Real.rpow_one]
  · rw [P (5 / 3), show (2 * (5 / 3) - 1 : ℝ) = 7 / 3 by norm_num]
  · -- Z · Z² / Z^(2/3) = Z^(7/3)
    have e : Z * Z ^ 2 / (Z ^ (1 / 3 : ℝ)) ^ 2 = Z ^ (7 / 3 : ℝ) := by
      have h9 : Z * Z ^ 2 = ((Z ^ (1 / 3 : ℝ)) ^ 3) ^ 3 := by rw [h3]; ring
      rw [← h7, div_eq_iff (by positivity), h9]
      ring
    rw [tfDensity, attraction_dilate f hZ.le (sq_nonneg Z) hk, e]
  · -- Z⁴ / Z^(5/3) = Z^(7/3)
    have e : (Z ^ 2) ^ 2 / (Z ^ (1 / 3 : ℝ)) ^ 5 = Z ^ (7 / 3 : ℝ) := by
      have h12 : (Z ^ 2) ^ 2 = ((Z ^ (1 / 3 : ℝ)) ^ 3) ^ 4 := by rw [h3]; ring
      rw [← h7, div_eq_iff (by positivity), h12]
      ring
    rw [tfDensity, hartree_dilate f _ hk, e]
  · rw [P (4 / 3), show (2 * (4 / 3) - 1 : ℝ) = 5 / 3 by norm_num]
```

For $Z=8$, $k=2$ and $c=64$. The factors are $64/8=8$ for particle number, $1024/8=128$ for kinetic energy, $8\cdot64/4=128$ for attraction, $4096/32=128$ for repulsion and $256/8=32$ for exchange.

In a Thomas–Fermi calculation for neutral atoms, one solves for $f$ once and evaluates its integrals. The total energy at any $Z$ is then $Z^{7/3}$ times that at $Z=1$, and Dirac exchange evaluated on the same density adds a term in $Z^{5/3}$. This describes a spherical density without shell structure, which diverges at the nucleus. That the energy-minimising density has the form $\rho_Z$ is an input from Thomas–Fermi theory; the theorem takes the form as given.

## Finite, nonzero integrals and a common factor $t$

Conversely, let $c,k>0$ be unknown. Require $Z$ times the particle number, and one factor $t$ for both kinetic energy and attraction, so that these two terms keep their ratio as $Z$ changes. If the particle-number, kinetic and attraction integrals of $f$ are finite and nonzero, they cancel, leaving

$$\frac{c}{k^3}=Z,\qquad \frac{c^{5/3}}{k^3}=\frac{Zc}{k^2}.$$

With $u=c^{1/3}$, the second equation gives $u^2=Zk$. The first then reads $u^3=Zk^3=k^2u^2$, so $u=k^2$. Hence $k^3=Z$ and $c=k^6=Z^2$. The proof obtains these relations as `e3`, `e4` and `e5`.

If all three integrals vanished, every pair $c,k$ would qualify. Without the common factor, only $c=Zk^3$ would remain, which leaves $k$ free.

```lean
/-- Let `f ≥ 0` have finite nonzero particle number, kinetic and attraction integrals, and let
`Z, c, k > 0`. If `c f(k r)` has `Z` times the particle number, and its kinetic integral and its
attraction to charge `Z` are one common multiple `t` of those of `f` at unit charge, then
`c = Z²` and `k = Z^(1/3)`. -/
theorem scaling_unique {f : ℝ → ℝ} (hf : ∀ r, 0 < r → 0 ≤ f r) {Z c k : ℝ} {t : ℝ≥0∞}
    (hZ : 0 < Z) (hc : 0 < c) (hk : 0 < k)
    (hN : powerIntegral 1 f ≠ 0 ∧ powerIntegral 1 f ≠ ⊤)
    (hK : powerIntegral (5 / 3) f ≠ 0 ∧ powerIntegral (5 / 3) f ≠ ⊤)
    (hA : attraction 1 f ≠ 0 ∧ attraction 1 f ≠ ⊤)
    (h1 : powerIntegral 1 (dilate c k f) = ENNReal.ofReal Z * powerIntegral 1 f)
    (h2 : powerIntegral (5 / 3) (dilate c k f) = t * powerIntegral (5 / 3) f)
    (h3 : attraction Z (dilate c k f) = t * attraction 1 f) :
    c = Z ^ 2 ∧ k = Z ^ (1 / 3 : ℝ) := by
  -- cancel the integrals of the profile
  rw [powerIntegral_dilate hf hc.le hk, ENNReal.mul_left_inj hN.1 hN.2,
    ENNReal.ofReal_eq_ofReal_iff (by positivity) hZ.le, Real.rpow_one,
    div_eq_iff (by positivity)] at h1
  rw [powerIntegral_dilate hf hc.le hk, ENNReal.mul_left_inj hK.1 hK.2] at h2
  rw [attraction_dilate f hZ.le hc.le hk, ENNReal.mul_left_inj hA.1 hA.2, ← h2,
    ENNReal.ofReal_eq_ofReal_iff (by positivity) (by positivity)] at h3
  -- work with the cube root u of c
  have hu : 0 < c ^ (1 / 3 : ℝ) := Real.rpow_pos_of_pos hc _
  have u3 : (c ^ (1 / 3 : ℝ)) ^ 3 = c := by rw [cbrt_pow hc]; norm_num
  have u5 : (c ^ (1 / 3 : ℝ)) ^ 5 = c ^ (5 / 3 : ℝ) := by rw [cbrt_pow hc]; norm_num
  generalize c ^ (1 / 3 : ℝ) = u at hu u3 u5
  rw [← u5, ← u3, div_eq_div_iff (by positivity) (by positivity)] at h3
  have e3 : u ^ 2 = Z * k :=
    mul_left_cancel₀ (show u ^ 3 * k ^ 2 ≠ 0 by positivity) (by linear_combination -h3)
  have e4 : u = k ^ 2 :=
    mul_left_cancel₀ (show u ^ 2 ≠ 0 by positivity)
      (by linear_combination u3 + h1 - k ^ 2 * e3)
  have e5 : k ^ 3 = Z :=
    mul_left_cancel₀ hk.ne' (by linear_combination e3 - (u + k ^ 2) * e4)
  constructor
  · rw [← u3, e4, ← e5]
    ring
  · rw [← e5, ← Real.rpow_natCast, ← Real.rpow_mul hk.le]
    norm_num

end

end ThomasFermiScaling
```

```lean
#print axioms ThomasFermiScaling.thomasFermi_scaling
#print axioms ThomasFermiScaling.scaling_unique
```

```
'ThomasFermiScaling.thomasFermi_scaling' depends on axioms: [propext, Classical.choice, Quot.sound]
'ThomasFermiScaling.scaling_unique' depends on axioms: [propext, Classical.choice, Quot.sound]
```
